# With nonnegative density–density interactions and one replaced orbital, an endpoint minimises the Hartree–Fock energy under damping

**Q:** My SCF code damps the step from an old density matrix $P$ to a new one $Q$. It looks for the lowest energy on the segment between them by setting the slope to zero. Sometimes the energy goes up. What is wrong?

**A:** If $Q$ differs from $P$ by one replaced orbital and the interaction is repulsive, the energy is concave along the segment. Where the curvature is nonzero, a point of zero slope is then the maximum. The minimum is at $P$ or at $Q$, so you should compare the endpoints.

**Q:** Show me by hand.

**A:** Let $x,y$ label orthonormal spin-orbital basis functions, $h$ be the one-electron matrix and $w_{xy}$ the interaction between the occupations of $x$ and $y$. The energy is

$$E(P)=\operatorname{tr}hP+\tfrac12\sum_{xy}w_{xy}(P_{xx}P_{yy}-P_{xy}^2).$$

Orbital $u$ is replaced by $v$, so $D=Q-P=vv^T-uu^T$. Put $P_t=P+tD$. Then $E(P_t)$ is quadratic in $t$, and its $t^2$ coefficient is $\tfrac12\sum w_{xy}(D_{xx}D_{yy}-D_{xy}^2)$. Expanding,

$$(v_x^2-u_x^2)(v_y^2-u_y^2)-(v_xv_y-u_xu_y)^2=-(u_xv_y-u_yv_x)^2.$$

With $K=\sum w_{xy}(u_xv_y-u_yv_x)^2$ the coefficient is $-K/2$, so the second derivative is $-K$. A quadratic is fixed by this coefficient and its endpoint values:

$$E(P_t)=(1-t)E(P)+tE(Q)+\tfrac12t(1-t)K.$$

If every $w_{xy}\ge0$, then $K\ge0$. For $0\le t\le1$ the energy is at least the linear interpolation, hence at least the smaller endpoint energy.

**Q:** Does the Lean energy describe the same system?

**A:** It is the same expression, for real matrices over a finite index type `n`.

```lean
import Mathlib

open Matrix

namespace OptimalDampingSingleReplacement

noncomputable section

variable {n : Type*} [Fintype n]

/-- The Hartree-Fock energy `tr(hP) + (1/2) ∑ w_xy (P_xx P_yy - P_xy²)` of a real density
matrix `P` in a spin-orbital basis. -/
def energy (h w P : Matrix n n ℝ) : ℝ :=
  (h * P).trace + (1 / 2) * ∑ x, ∑ y, w x y * (P x x * P y y - P x y ^ 2)
```

**Q:** Real electrons have four-index Coulomb integrals. Where are they?

**A:** They are absent, and that is the step to an ab initio calculation which the hypotheses leave open. The two-index `w` describes density–density models such as Hubbard or Pariser–Parr–Pople. Its nonnegativity stands for repulsion between occupations. Spin is part of the index, so there is no closed-shell factor of two, and the term $x=y$ cancels.

The Fock matrix has the Coulomb field on its diagonal and subtracts exchange entry by entry:

```lean
/-- The Fock matrix: one-electron part plus the diagonal Coulomb part minus exchange. -/
def fock [DecidableEq n] (h w P : Matrix n n ℝ) : Matrix n n ℝ :=
  h + Matrix.diagonal (fun x => ∑ y, w x y * P y y) - Matrix.of (fun x y => w x y * P x y)
```

**Q:** And which way does the damping parameter run?

**A:** Here $t=0$ keeps $P$ and $t=1$ takes the full step to $Q$; some codes use the opposite convention. The next definitions are $P_t$, the matrix $vv^T-uu^T$, and $K$, which the file calls `pairCoupling`.

```lean
/-- The damped density matrix `P + t (Q - P)`. -/
def damped (P Q : Matrix n n ℝ) (t : ℝ) : Matrix n n ℝ := P + t • (Q - P)

/-- The change `v vᵀ - u uᵀ` of the density matrix when orbital `u` is replaced by `v`. -/
def replacement (u v : n → ℝ) : Matrix n n ℝ := vecMulVec v v - vecMulVec u u

/-- The interaction-weighted sum `∑ w_xy (u_x v_y - u_y v_x)²` for the orbitals `u` and `v`. -/
def pairCoupling (w : Matrix n n ℝ) (u v : n → ℝ) : ℝ :=
  ∑ x, ∑ y, w x y * (u x * v y - u y * v x) ^ 2
```

**Q:** I see no condition that $P$ and $Q$ are projectors. Is this still about determinants?

**A:** The general energy theorems don't need that condition. They relate $P$ and $Q$ through `Q - P = replacement u v`, so projectors are a special case. The first lemma writes this hypothesis entry by entry, so that entries of $Q$ can be eliminated later.

```lean
variable {h w P Q : Matrix n n ℝ} {u v : n → ℝ}

omit [Fintype n] in
private lemma entry (hQ : Q - P = replacement u v) (x y : n) :
    Q x y = P x y + (v x * v y - u x * u y) := by
  have e := congrArg (fun M : Matrix n n ℝ => M x y) hQ
  simp only [replacement, Matrix.sub_apply, vecMulVec_apply] at e
  linarith
```

The link to determinants is a separate theorem. Let $P$ be a symmetric projector, $u$ a normalised occupied orbital ($Pu=u$) and $v$ a normalised virtual one ($Pv=0$). Write $U=uu^T$ and $V=vv^T$. Then $PU=U$ and $PV=0$, and transposing gives $UP=U$ and $VP=0$. Hence $UV=UPV=0$, and likewise $VU=0$. Since $U^2=U$ and $V^2=V$,

$$(P+V-U)^2=P-U+V-U+U=P+V-U.$$

The trace changes by $1-1=0$, so the electron number is kept. The Lean proof establishes these products as `pu`, `pv`, `up`, `vp`, `uv` and `vu`, then expands the square.

```lean
/-- Replacing a normalised occupied orbital `u` of a symmetric projector `P` by a normalised
virtual orbital `v` gives again a symmetric projector, with the same trace. -/
theorem replacement_projector (hS : P.IsSymm) (hP : P * P = P)
    (hu : P *ᵥ u = u) (hv : P *ᵥ v = 0) (nu : u ⬝ᵥ u = 1) (nv : v ⬝ᵥ v = 1) :
    (P + replacement u v).IsSymm ∧
    (P + replacement u v) * (P + replacement u v) = P + replacement u v ∧
    (P + replacement u v).trace = P.trace := by
  have sym (a : n → ℝ) : (vecMulVec a a)ᵀ = vecMulVec a a := by
    ext i j
    simp only [Matrix.transpose_apply, vecMulVec_apply]
    ring
  have left (a : n → ℝ) : P * vecMulVec a a = vecMulVec (P *ᵥ a) a := by
    ext i j
    simp only [Matrix.mul_apply, vecMulVec_apply, Matrix.mulVec, dotProduct,
      Finset.sum_mul, mul_assoc]
  have idem (a : n → ℝ) (ha : a ⬝ᵥ a = 1) :
      vecMulVec a a * vecMulVec a a = vecMulVec a a := by
    ext i j
    have e : ∑ k, a i * a k * (a k * a j) = (a ⬝ᵥ a) * (a i * a j) := by
      simp only [dotProduct, Finset.sum_mul]
      exact Finset.sum_congr rfl fun k _ => by ring
    simp only [Matrix.mul_apply, vecMulVec_apply]
    rw [e, ha, one_mul]
  have tr (a : n → ℝ) : (vecMulVec a a).trace = a ⬝ᵥ a := by
    simp only [Matrix.trace, Matrix.diag_apply, vecMulVec_apply, dotProduct]
  have pu : P * vecMulVec u u = vecMulVec u u := by rw [left, hu]
  have pv : P * vecMulVec v v = 0 := by
    rw [left, hv]
    ext i j
    simp [vecMulVec_apply]
  have up : vecMulVec u u * P = vecMulVec u u := by
    have e := congrArg Matrix.transpose pu
    rwa [Matrix.transpose_mul, sym, hS.eq] at e
  have vp : vecMulVec v v * P = 0 := by
    have e := congrArg Matrix.transpose pv
    rwa [Matrix.transpose_mul, sym, hS.eq, Matrix.transpose_zero] at e
  -- occupied and virtual orbitals are orthogonal
  have uv : vecMulVec u u * vecMulVec v v = 0 := by
    rw [← up, Matrix.mul_assoc, pv, Matrix.mul_zero]
  have vu : vecMulVec v v * vecMulVec u u = 0 := by
    rw [← pu, ← Matrix.mul_assoc, vp, Matrix.zero_mul]
  refine ⟨?_, ?_, ?_⟩
  · unfold Matrix.IsSymm replacement
    rw [Matrix.transpose_add, Matrix.transpose_sub, sym, sym, hS.eq]
  · simp only [replacement, Matrix.add_mul, Matrix.mul_add, Matrix.sub_mul, Matrix.mul_sub,
      hP, pu, pv, up, vp, uv, vu, idem u nu, idem v nv]
    abel
  · rw [replacement, Matrix.trace_add, Matrix.trace_sub, tr, tr, nu, nv]
    ring
```

**Q:** Can all those conditions be met by orbitals that aren't just basis functions?

**A:** Yes. Here is one electron in two levels, with both orbitals rotated away from the basis:

```lean
/-- The projector on `u = (3/5, 4/5)`, with virtual orbital `v = (4/5, -3/5)`, meets all
hypotheses of `replacement_projector`. -/
theorem replacement_projector_witness :
    let P : Matrix (Fin 2) (Fin 2) ℝ := !![9/25, 12/25; 12/25, 16/25]
    let u : Fin 2 → ℝ := ![3/5, 4/5]
    let v : Fin 2 → ℝ := ![4/5, -3/5]
    P.IsSymm ∧ P * P = P ∧ P *ᵥ u = u ∧ P *ᵥ v = 0 ∧ u ⬝ᵥ u = 1 ∧ v ⬝ᵥ v = 1 := by
  refine ⟨?_, ?_, ?_, ?_, ?_, ?_⟩
  · ext i j
    fin_cases i <;> fin_cases j <;> simp
  · ext i j
    fin_cases i <;> fin_cases j <;> norm_num [Matrix.mul_apply, Fin.sum_univ_two]
  · ext i
    fin_cases i <;> norm_num [Matrix.mulVec, dotProduct, Fin.sum_univ_two]
  · ext i
    fin_cases i <;> norm_num [Matrix.mulVec, dotProduct, Fin.sum_univ_two]
  · norm_num [dotProduct, Fin.sum_univ_two]
  · norm_num [dotProduct, Fin.sum_univ_two]
```

**Q:** Where does your interpolation formula appear?

**A:** It is `energy_damped`, valid for every real $t$. The one-electron trace is linear in $t$. For the interaction, `key` brings both sides under one double sum, inserts the entries of $Q$, and lets `ring` check the polynomial identity for each pair $x,y$. That is the expansion above. Neither symmetry nor a sign of $w$ is used.

```lean
/-- If `Q` differs from `P` by one orbital replacement, the energy of the damped density is the
linear interpolation of the endpoint energies plus `t (1 - t) / 2` times the pair coupling. -/
theorem energy_damped (hQ : Q - P = replacement u v) (t : ℝ) :
    energy h w (damped P Q t) =
      (1 - t) * energy h w P + t * energy h w Q + t * (1 - t) / 2 * pairCoupling w u v := by
  have htr : (h * damped P Q t).trace = (1 - t) * (h * P).trace + t * (h * Q).trace := by
    simp only [damped, Matrix.mul_add, Matrix.mul_smul, Matrix.mul_sub, Matrix.trace_add,
      Matrix.trace_smul, Matrix.trace_sub, smul_eq_mul]
    ring
  -- the two-electron part, compared entry by entry
  have key : ∑ x, ∑ y, w x y *
        (damped P Q t x x * damped P Q t y y - damped P Q t x y ^ 2) =
      (1 - t) * (∑ x, ∑ y, w x y * (P x x * P y y - P x y ^ 2)) +
      t * (∑ x, ∑ y, w x y * (Q x x * Q y y - Q x y ^ 2)) +
      t * (1 - t) * pairCoupling w u v := by
    simp only [pairCoupling, Finset.mul_sum, ← Finset.sum_add_distrib]
    refine Finset.sum_congr rfl fun x _ => Finset.sum_congr rfl fun y _ => ?_
    simp only [damped, Matrix.add_apply, Matrix.smul_apply, Matrix.sub_apply, smul_eq_mul,
      entry hQ]
    ring
  unfold energy
  rw [htr, key]
  ring
```

**Q:** My code computes slopes from the Fock matrix. Is that the same slope?

**A:** It is when $w$ is symmetric. Differentiating the Coulomb energy gives two terms,

$$\tfrac12\sum_{xy}w_{xy}\big((P_t)_{xx}D_{yy}+D_{xx}(P_t)_{yy}\big),$$

and exchanging $x$ and $y$ makes them equal. Exchange contributes $-\sum w_{xy}(P_t)_{xy}D_{xy}$, and $D$ is symmetric. Together with $\operatorname{tr}hD$ this is $\operatorname{tr}F(P_t)D$, where $F$ is the Fock matrix. Differentiating the interpolation formula gives the same slope as

$$\operatorname{tr}F(P_t)D=E(Q)-E(P)+\tfrac12(1-2t)K.$$

In Lean, `coul` and `exch` expand the traces, `swap` uses the symmetry of $w$, and `key` compares summands.

```lean
/-- For symmetric `w` and one orbital replacement, the trace of the Fock matrix of the damped
density with `Q - P` is the energy difference plus `(1 - 2t) / 2` times the pair coupling. -/
theorem fock_slope [DecidableEq n] (hw : w.IsSymm) (hQ : Q - P = replacement u v) (t : ℝ) :
    (fock h w (damped P Q t) * (Q - P)).trace =
      energy h w Q - energy h w P + (1 - 2 * t) / 2 * pairCoupling w u v := by
  have coul (R D : Matrix n n ℝ) :
      (Matrix.diagonal (fun x => ∑ y, w x y * R y y) * D).trace =
        ∑ x, ∑ y, w x y * (R y y * D x x) := by
    simp only [Matrix.trace, Matrix.diag_apply, Matrix.diagonal_mul, Finset.sum_mul, mul_assoc]
  have exch (R D : Matrix n n ℝ) :
      (Matrix.of (fun x y => w x y * R x y) * D).trace =
        ∑ x, ∑ y, w x y * (R x y * D y x) := by
    simp only [Matrix.trace, Matrix.diag_apply, Matrix.mul_apply, Matrix.of_apply, mul_assoc]
  -- symmetry of the interaction exchanges the two Coulomb terms
  have swap (R D : Matrix n n ℝ) : ∑ x, ∑ y, w x y * (R x x * D y y) =
      ∑ x, ∑ y, w x y * (R y y * D x x) := by
    rw [Finset.sum_comm]
    refine Finset.sum_congr rfl fun x _ => Finset.sum_congr rfl fun y _ => ?_
    rw [hw.apply x y]
  have key : (1 / 2) * (∑ x, ∑ y, w x y * (damped P Q t x x * (Q - P) y y)) +
      (1 / 2) * (∑ x, ∑ y, w x y * (damped P Q t y y * (Q - P) x x)) -
      ∑ x, ∑ y, w x y * (damped P Q t x y * (Q - P) y x) =
      (1 / 2) * (∑ x, ∑ y, w x y * (Q x x * Q y y - Q x y ^ 2)) -
      (1 / 2) * (∑ x, ∑ y, w x y * (P x x * P y y - P x y ^ 2)) +
      (1 - 2 * t) / 2 * pairCoupling w u v := by
    simp only [pairCoupling, Finset.mul_sum, ← Finset.sum_add_distrib,
      ← Finset.sum_sub_distrib]
    refine Finset.sum_congr rfl fun x _ => Finset.sum_congr rfl fun y _ => ?_
    simp only [damped, Matrix.add_apply, Matrix.smul_apply, Matrix.sub_apply, smul_eq_mul,
      entry hQ]
    ring
  rw [swap] at key
  rw [fock, Matrix.sub_mul, Matrix.add_mul, Matrix.trace_sub, Matrix.trace_add, coul, exch,
    Matrix.mul_sub, Matrix.trace_sub]
  unfold energy
  linear_combination key
```

That theorem is an algebraic identity. The next one makes the trace a derivative: it is the derivative of the energy, and its own derivative is $-K$. The proof rewrites both functions as explicit polynomials, `f0` and `f1`, and differentiates them.

```lean
/-- For symmetric `w` and one orbital replacement, the energy along the segment has the Fock
trace as first derivative and `-∑ w_xy (u_x v_y - u_y v_x)²` as second derivative. -/
theorem energy_derivatives [DecidableEq n] (hw : w.IsSymm) (hQ : Q - P = replacement u v)
    (t : ℝ) :
    HasDerivAt (fun s => energy h w (damped P Q s))
      (fock h w (damped P Q t) * (Q - P)).trace t ∧
    HasDerivAt (fun s => (fock h w (damped P Q s) * (Q - P)).trace)
      (-∑ x, ∑ y, w x y * (u x * v y - u y * v x) ^ 2) t := by
  change _ ∧ HasDerivAt _ (-pairCoupling w u v) t
  set K := pairCoupling w u v with hK
  set c := energy h w Q - energy h w P + K / 2 with hc
  have f0 : (fun s => energy h w (damped P Q s)) =
      fun s => energy h w P + s * c - s * s * (K / 2) := by
    funext s
    rw [energy_damped hQ, ← hK, hc]
    ring
  have f1 : (fun s => (fock h w (damped P Q s) * (Q - P)).trace) = fun s => c - s * K := by
    funext s
    rw [fock_slope hw hQ, ← hK, hc]
    ring
  constructor
  · rw [f0, fock_slope hw hQ, ← hK]
    have d1 := ((hasDerivAt_id' t).mul_const c).const_add (energy h w P)
    have d2 := ((hasDerivAt_id' t).fun_mul (hasDerivAt_id' t)).mul_const (K / 2)
    exact (d1.fun_sub d2).congr_deriv (by rw [hc]; ring)
  · rw [f1]
    exact (((hasDerivAt_id' t).mul_const K).const_sub c).congr_deriv (by ring)
```

**Q:** Now the endpoint claim itself.

**A:** First, $K$ is a sum of nonnegative terms:

```lean
private lemma coupling_nonneg (hw : ∀ x y, 0 ≤ w x y) : 0 ≤ pairCoupling w u v :=
  Finset.sum_nonneg fun x _ => Finset.sum_nonneg fun y _ => mul_nonneg (hw x y) (sq_nonneg _)
```

The main theorem then states concavity on $[0,1]$ and that $P$ or $Q$ minimises the energy there. For weights $a$ and $1-a$ at parameters $x$ and $y$, the energy at the averaged parameter exceeds the averaged energy by $\tfrac12a(1-a)(x-y)^2K\ge0$. For the minimum, the proof splits on which endpoint is lower and uses the interpolation formula. `nlinarith` receives the nonnegative products needed in each case.

```lean
/-- For nonnegative `w` and density matrices that differ by one orbital replacement, the energy
is concave on the segment from `P` to `Q`, and `P` or `Q` minimises it there. -/
theorem optimal_damping_endpoint (hw : ∀ x y, 0 ≤ w x y) (hQ : Q - P = replacement u v) :
    ConcaveOn ℝ (Set.Icc 0 1) (fun t => energy h w (damped P Q t)) ∧
    ((∀ t ∈ Set.Icc (0 : ℝ) 1, energy h w P ≤ energy h w (damped P Q t)) ∨
      (∀ t ∈ Set.Icc (0 : ℝ) 1, energy h w Q ≤ energy h w (damped P Q t))) := by
  have hK : 0 ≤ pairCoupling w u v := coupling_nonneg hw
  constructor
  · refine ⟨convex_Icc 0 1, fun x _ y _ a b ha hb hab => ?_⟩
    obtain rfl : b = 1 - a := by linarith
    simp only [smul_eq_mul, energy_damped hQ]
    -- the concavity gap is a (1 - a) (x - y)² K / 2
    nlinarith [mul_nonneg (mul_nonneg ha hb) (mul_nonneg hK (sq_nonneg (x - y)))]
  · rcases le_total (energy h w P) (energy h w Q) with hle | hle
    · refine Or.inl fun t ht => ?_
      have h1 : 0 ≤ 1 - t := sub_nonneg.2 ht.2
      rw [energy_damped hQ]
      nlinarith [mul_nonneg ht.1 (sub_nonneg.2 hle), mul_nonneg (mul_nonneg ht.1 h1) hK]
    · refine Or.inr fun t ht => ?_
      have h1 : 0 ≤ 1 - t := sub_nonneg.2 ht.2
      rw [energy_damped hQ]
      nlinarith [mul_nonneg h1 (sub_nonneg.2 hle), mul_nonneg (mul_nonneg ht.1 h1) hK]
```

So in this finite density–density model, with nonnegative $w$ and one orbital replaced, comparing the two endpoint energies is enough to choose an optimal-damping step.

**Q:** Can I decide from the slope at $P$, before computing $E(Q)$?

**A:** In one direction, if $w$ is also symmetric. When the slope at $t=0$ is nonpositive, the slope formula gives $E(Q)-E(P)\le-K/2\le0$, so the full step is optimal. A positive initial slope doesn't settle the matter, since a concave curve may rise first and still end lower.

The usual way to choose $Q$ falls on the safe side. Let $h$ be symmetric and $P$ a symmetric projector, and let $Q$ fill the lowest eigenvectors of $F(P)$ with the same number of electrons. Then $Q$ minimises $\operatorname{tr}F(P)R$ over all symmetric projectors $R$ with that electron number, so the slope $\operatorname{tr}F(P)(Q-P)$ is not positive. If such a step replaces one orbital, the full step is optimal. A maximum inside the segment, with the energy rising from $P$, needs a $Q$ chosen in another way, for example to follow an excited state.

```lean
/-- For symmetric nonnegative `w` and one orbital replacement, if the energy does not rise to
first order at `P` towards `Q`, then the full step to `Q` minimises it on the segment. -/
theorem full_step_optimal [DecidableEq n] (hs : w.IsSymm) (hw : ∀ x y, 0 ≤ w x y)
    (hQ : Q - P = replacement u v) (hd : (fock h w P * (Q - P)).trace ≤ 0)
    {t : ℝ} (ht : t ∈ Set.Icc (0 : ℝ) 1) :
    energy h w Q ≤ energy h w (damped P Q t) := by
  have hK : 0 ≤ pairCoupling w u v := coupling_nonneg hw
  have e := fock_slope (h := h) hs hQ 0
  have h0 : damped P Q 0 = P := by simp [damped]
  rw [h0] at e
  have hle : 0 ≤ energy h w P - energy h w Q := by linarith
  have h1 : 0 ≤ 1 - t := sub_nonneg.2 ht.2
  rw [energy_damped hQ]
  nlinarith [mul_nonneg h1 hle, mul_nonneg (mul_nonneg ht.1 h1) hK]
```

**Q:** My SCF steps usually change several orbitals. Does the rule survive?

**A:** Not in general. Take four levels, with $h_{11}=-1$ and $w_{12}=w_{21}=1$ as the only nonzero parameters. Move two electrons from levels 3 and 4 to levels 1 and 2. Then $P_t=\operatorname{diag}(t,t,1-t,1-t)$ and $E(P_t)=t^2-t$. Both endpoints have energy $0$, while the midpoint has $-1/4$. Lean evaluates these three energies; its indices start at 0, so level 1 is index 0. A closed-shell code that replaces a doubly occupied spatial orbital also changes two spin-orbitals, so the single-replacement theorem doesn't apply to that step as it stands.

```lean
/-- When two orbitals are replaced at once the endpoint rule can fail: in this four-level model
both projectors have energy `0`, while their midpoint has energy `-1/4`. -/
theorem double_replacement_interior :
    let h : Matrix (Fin 4) (Fin 4) ℝ := !![-1,0,0,0; 0,0,0,0; 0,0,0,0; 0,0,0,0]
    let w : Matrix (Fin 4) (Fin 4) ℝ := !![0,1,0,0; 1,0,0,0; 0,0,0,0; 0,0,0,0]
    let P : Matrix (Fin 4) (Fin 4) ℝ := !![0,0,0,0; 0,0,0,0; 0,0,1,0; 0,0,0,1]
    let Q : Matrix (Fin 4) (Fin 4) ℝ := !![1,0,0,0; 0,1,0,0; 0,0,0,0; 0,0,0,0]
    energy h w P = 0 ∧ energy h w Q = 0 ∧ energy h w (damped P Q (1 / 2)) = -1 / 4 := by
  refine ⟨?_, ?_, ?_⟩ <;>
    simp only [energy, damped, Matrix.trace, Matrix.diag_apply, Matrix.mul_apply,
      Fin.sum_univ_four, Matrix.add_apply, Matrix.smul_apply, Matrix.sub_apply,
      smul_eq_mul] <;>
    simp <;>
    norm_num

end

end OptimalDampingSingleReplacement
```

```lean
#print axioms OptimalDampingSingleReplacement.energy_derivatives
#print axioms OptimalDampingSingleReplacement.optimal_damping_endpoint
#print axioms OptimalDampingSingleReplacement.full_step_optimal
#print axioms OptimalDampingSingleReplacement.double_replacement_interior
```

```
'OptimalDampingSingleReplacement.energy_derivatives' depends on axioms: [propext, Classical.choice, Quot.sound]
'OptimalDampingSingleReplacement.optimal_damping_endpoint' depends on axioms: [propext, Classical.choice, Quot.sound]
'OptimalDampingSingleReplacement.full_step_optimal' depends on axioms: [propext, Classical.choice, Quot.sound]
'OptimalDampingSingleReplacement.double_replacement_interior' depends on axioms: [propext, Classical.choice, Quot.sound]
```
